# Truncating to one level of a degenerate Schmidt pair leaves a state not invariant under exchange of the pair

The state is a pure state of two three-level systems, given by the unnormalised coefficient matrix C = diag(2, 2, 1); normalised, its Schmidt coefficients are 2/3, 2/3 and 1/3. The matrix Q keeps only the first level. The theorem says that Q is Hermitian and idempotent and commutes with C C†, yet the truncated state QC changes when the first two levels are exchanged in both systems. The proof checks the three equalities entry by entry, and refutes the supposed invariance by looking at the top left entry.

This version doesn't compile in Lean 4 with Mathlib:

```lean
import Mathlib

open Matrix

namespace SymmetricTruncation

noncomputable section

/-- An unnormalised state of two three-level systems with Schmidt coefficients 2, 2, 1. -/
def doubletState : Matrix (Fin 3) (Fin 3) ℂ := !![2, 0, 0; 0, 2, 0; 0, 0, 1]

/-- The exchange of the first two levels. -/
def exchange : Matrix (Fin 3) (Fin 3) ℂ := !![0, 1, 0; 1, 0, 0; 0, 0, 1]

/-- Keeping only the first level of the doublet state is an orthogonal projection that
commutes with `C Cᴴ`, yet the truncated state is not invariant under the exchange. -/
theorem splitting_breaks_symmetry (Q : Matrix (Fin 3) (Fin 3) ℂ)
    (hQ : Q = !![1, 0, 0; 0, 0, 0; 0, 0, 0]) :
    Qᴴ = Q ∧ Q * Q = Q ∧
    Q * (doubletState * doubletStateᴴ) = doubletState * doubletStateᴴ * Q ∧
    exchange * (Q * doubletState) * exchangeᵀ ≠ Q * doubletState := by
  subst hQ
  refine ⟨?_, ?_, ?_, ?_⟩
  · ext i j
    fin_cases i <;> fin_cases j <;> simp [conjTranspose_apply]
  · ext i j
    fin_cases i <;> fin_cases j <;> simp [Matrix.mul_apply, Fin.sum_univ_succ]
  · ext i j
    fin_cases i <;> fin_cases j <;>
      simp [doubletState, Matrix.mul_apply, Fin.sum_univ_succ, conjTranspose_apply]
  · intro h
    -- the surviving weight has moved from the first level to the second
    have h00 := congrFun (congrFun h 0) 0
    simp [exchange, doubletState, Matrix.mul_apply, Fin.sum_univ_succ] at h00

end

end SymmetricTruncation
```

The error:

```
Main.lean:28:2: error: unsolved goals
case refine_3.«0».«1»
⊢ (![2, 0, 0] ᵥ* !![2, 0, 0; 0, 2, 0; 0, 0, 1]ᴴ) 1 = 0

case refine_3.«0».«2»
⊢ (![2, 0, 0] ᵥ* !![2, 0, 0; 0, 2, 0; 0, 0, 1]ᴴ) 2 = 0

case refine_3.«1».«0»
⊢ 0 = (![0, 2, 0] ᵥ* !![2, 0, 0; 0, 2, 0; 0, 0, 1]ᴴ) 0

case refine_3.«2».«0»
⊢ 0 = (![0, 0, 1] ᵥ* !![2, 0, 0; 0, 2, 0; 0, 0, 1]ᴴ) 0
Main.lean:30:63: warning: This simp argument is unused:
  conjTranspose_apply

Hint: Omit it from the simp argument list.
  [apply] simp [doubletState, Matrix.mul_apply, Fin.sum_univ_succ]

Note: This linter can be disabled with `set_option linter.unusedSimpArgs false`
```

The change, after which it compiles:

```diff
@@ -26,7 +26,11 @@
   · ext i j
     fin_cases i <;> fin_cases j <;> simp [Matrix.mul_apply, Fin.sum_univ_succ]
-  · ext i j
+  · have hD : doubletStateᴴ = doubletState := by
+      ext i j
+      fin_cases i <;> fin_cases j <;> simp [doubletState, conjTranspose_apply]
+    rw [hD]
+    ext i j
     fin_cases i <;> fin_cases j <;>
-      simp [doubletState, Matrix.mul_apply, Fin.sum_univ_succ, conjTranspose_apply]
+      simp [doubletState, Matrix.mul_apply, Fin.sum_univ_succ]
   · intro h
     -- the surviving weight has moved from the first level to the second
```

Diagnosis. The error is in the third part, the commutation with C C†. Once `simp` has unfolded `doubletState`, it turns the products into row vectors times a matrix, written `ᵥ*`, and the matrix on the right is still a conjugate transpose. `conjTranspose_apply` rewrites a single entry, `Mᴴ i j`, and here `ᴴ` sits on a whole matrix inside a vector product, so the lemma never fires. That is why the warning calls it unused, and why four entries are left uncomputed, though the equations are true.

The repair first proves `hD`, that `doubletState` equals its own conjugate transpose. There the goals are single entries of `doubletStateᴴ`, which is the form `conjTranspose_apply` needs. `rw [hD]` then removes `ᴴ` from the commutation goal before any product is expanded, and `simp` can compute every entry from explicit numbers. With no conjugate transpose left, `conjTranspose_apply` has nothing to do in the last `simp` and is dropped, which is mere tidying.
